# Equal areas give a common tangent, and a tangent that supports the free energy makes the lever rule optimal

A code that evaluates a mean-field equation of state of a pure substance below its critical temperature can replace the loop in the isotherm by a horizontal segment. In the equal-area method it adjusts the pressure \(p_0\) until the signed area between isotherm and segment vanishes, then splits the system between the two end volumes by the lever rule. This gives the least free energy among finite mixtures with the same mean volume, provided that the free energy nowhere falls below the tangent at the end volumes.

## The area is the gap between two tangents

At fixed temperature, let \(f(x)\) be the free energy per particle at volume per particle \(x\), with continuous pressure \(p=-f'\) on \([v_1,v_2]\), where \(v_1<v_2\) and \(p(v_1)=p(v_2)=p_0\). Write the tangent at \(a\) as

\[
T_a(x)=f(a)-p(a)(x-a).
\]

Then, for every \(x\),

\[
\int_{v_1}^{v_2}(p(y)-p_0)\,dy=f(v_1)-f(v_2)-p_0(v_2-v_1)=T_{v_1}(x)-T_{v_2}(x).
\]

The area therefore vanishes exactly when the two tangents are the same line.

## The residual and the check in a coexistence solver

For a trial \(p_0\), a solver finds the two outer volumes at that pressure and evaluates the area. If \(f\) is available, the middle expression above gives this residual without quadrature. A root finder then adjusts \(p_0\).

A zero residual is not enough in general. The code should also compare \(f(x)\) with \(T_{v_1}(x)\) over all admissible volumes, including those outside \([v_1,v_2]\). A point below the line means that some mixture beats the computed coexistence. A scan over a grid can find such a point, but cannot exclude one between grid points.

## Why no mixture beats the lever rule

Let \(D\) be the set of admissible volumes, containing \(v_1\) and \(v_2\). A mixture has particle fractions \(w_i\ge0\) with \(\sum_i w_i=1\), volumes \(x_i\in D\) and mean \(\sum_i w_ix_i=v\in[v_1,v_2]\). Suppose that the area vanishes, and write \(T\) for the common tangent. Averaging it gives

\[
\sum_i w_iT(x_i)=f(v_1)\sum_i w_i-p_0\Big(\sum_i w_ix_i-v_1\sum_i w_i\Big)=T(v).
\]

If \(f\ge T\) on \(D\), then \(\sum_i w_if(x_i)\ge\sum_i w_iT(x_i)=T(v)\). The lever-rule fractions

\[
\frac{v_2-v}{v_2-v_1},\qquad \frac{v-v_1}{v_2-v_1}
\]

for \(v_1\) and \(v_2\) attain this bound, because \(f=T\) at both volumes.

If \(f>T\) everywhere else in \(D\), any other volume with positive weight makes the inequality strict, so an optimal mixture contains only the two phases.

Conversely, suppose that no mixture lies below \(T(v)\) at one mean volume \(v_1<v<v_2\). Given \(x\in D\) with \(x\le v\), mix it with \(v_2\), using the weight \(c=(v_2-v)/(v_2-x)>0\) for \(x\):

\[
cf(x)+(1-c)T(v_2)\ge T(v)=cT(x)+(1-c)T(v_2).
\]

Hence \(f(x)\ge T(x)\). For \(x>v\), mix with \(v_1\) instead.

## A quartic example with volumes 1 and 3

Take \(f(x)=((x-1)(x-3))^2-x\), so that \(p(x)=1-4(x-1)(x-3)(x-2)\). At \(p_0=1\), the areas over \([1,2]\) and \([2,3]\) are \(-1\) and \(+1\), and the common tangent is \(T(x)=-x\). This is a dimensionless illustration of the loop, not a realistic fluid: its pressure is already negative at \(x=3.2\) and decreases without bound as \(x\) grows.

At mean volume \(1.5\), the lever rule puts \(0.75\) of the particles at volume 1 and \(0.25\) at volume 3. The free energy is \(0.75(-1)+0.25(-3)=-1.5\), against \(-0.9375\) for the homogeneous state.

The middle root also has \(p(2)=1\). A solver that paired volumes 1 and 2 would find the area \(-1\), and hence two distinct parallel tangents.

## The Lean file

```lean
import Mathlib

open Set

namespace MaxwellConstruction

noncomputable section

/-- The line through the point of the free-energy curve `f` at volume `a`, with slope minus the
pressure `p a`. -/
def tangentLine (f p : ℝ → ℝ) (a x : ℝ) : ℝ := f a - p a * (x - a)

/-- A finite mixture of homogeneous states with volumes in `D` and mean volume `v`. -/
structure Mixture (D : Set ℝ) (v : ℝ) where
  /-- number of components -/
  n : ℕ
  /-- fraction of each component -/
  w : Fin n → ℝ
  /-- volume per particle of each component -/
  x : Fin n → ℝ
  nonneg : ∀ i, 0 ≤ w i
  sum_one : ∑ i, w i = 1
  mem : ∀ i, x i ∈ D
  mean : ∑ i, w i * x i = v

/-- The free energy per particle of a mixture, without interfacial terms. -/
def Mixture.energy {D : Set ℝ} {v : ℝ} (m : Mixture D v) (f : ℝ → ℝ) : ℝ :=
  ∑ i, m.w i * f (m.x i)

/-- The two-phase mixture of volumes `a` and `b` whose fractions follow the lever rule. -/
def leverRule {D : Set ℝ} {a b v : ℝ} (hab : a < b) (ha : a ∈ D) (hb : b ∈ D)
    (hv : v ∈ Icc a b) : Mixture D v where
  n := 2
  w := ![(b - v) / (b - a), (v - a) / (b - a)]
  x := ![a, b]
  nonneg := by
    have h1 : 0 ≤ (b - v) / (b - a) := div_nonneg (sub_nonneg.2 hv.2) (sub_nonneg.2 hab.le)
    have h2 : 0 ≤ (v - a) / (b - a) := div_nonneg (sub_nonneg.2 hv.1) (sub_nonneg.2 hab.le)
    rw [Fin.forall_fin_two]
    exact ⟨h1, h2⟩
  sum_one := by
    have h : b - a ≠ 0 := (sub_pos.2 hab).ne'
    rw [Fin.sum_univ_two]
    show (b - v) / (b - a) + (v - a) / (b - a) = 1
    rw [← add_div, div_eq_one_iff_eq h]
    ring
  mem := by
    rw [Fin.forall_fin_two]
    exact ⟨ha, hb⟩
  mean := by
    have h : b - a ≠ 0 := (sub_pos.2 hab).ne'
    rw [Fin.sum_univ_two]
    show (b - v) / (b - a) * a + (v - a) / (b - a) * b = v
    rw [div_mul_eq_mul_div, div_mul_eq_mul_div, ← add_div, div_eq_iff h]
    ring

/-- The free energy of the lever-rule mixture is the linear interpolation of `f` between its two
phases. -/
theorem leverRule_energy {D : Set ℝ} {a b v : ℝ} (hab : a < b) (ha : a ∈ D) (hb : b ∈ D)
    (hv : v ∈ Icc a b) (f : ℝ → ℝ) :
    (leverRule hab ha hb hv).energy f
      = (b - v) / (b - a) * f a + (v - a) / (b - a) * f b :=
  Fin.sum_univ_two (fun i : Fin 2 =>
    (![(b - v) / (b - a), (v - a) / (b - a)] : Fin 2 → ℝ) i * f ((![a, b] : Fin 2 → ℝ) i))

/-- Equal-area rule: at equal pressures `p0`, the signed area between the isotherm and the level
`p0` vanishes if and only if the tangents to the free energy at the two volumes coincide. -/
theorem equal_area_iff_common_tangent {f p : ℝ → ℝ} {v1 v2 p0 : ℝ} (h12 : v1 < v2)
    (hf : ∀ x ∈ Icc v1 v2, HasDerivAt f (-p x) x) (hp : ContinuousOn p (Icc v1 v2))
    (hp1 : p v1 = p0) (hp2 : p v2 = p0) :
    (∫ x in v1..v2, (p x - p0)) = 0 ↔ tangentLine f p v1 = tangentLine f p v2 := by
  -- `-f - p0 x` is a primitive of `p - p0`
  have hd : ∀ x ∈ uIcc v1 v2, HasDerivAt (fun y => -f y - p0 * y) (p x - p0) x := by
    intro x hx
    rw [uIcc_of_le h12.le] at hx
    exact ((hf x hx).fun_neg.fun_sub ((hasDerivAt_id' x).const_mul p0)).congr_deriv (by ring)
  have hc : ContinuousOn (fun x => p x - p0) (uIcc v1 v2) := by
    rw [uIcc_of_le h12.le]
    exact hp.sub continuousOn_const
  rw [intervalIntegral.integral_eq_sub_of_hasDerivAt hd hc.intervalIntegrable]
  constructor
  · intro h
    funext x
    simp only [tangentLine, hp1, hp2]
    linear_combination h
  · intro h
    have h' := congrFun h v1
    simp only [tangentLine, hp1, hp2] at h'
    linear_combination h'

/-- Averaging a tangent line over a mixture gives its value at the mean volume. -/
theorem energy_tangentLine {D : Set ℝ} {v : ℝ} (m : Mixture D v) (f p : ℝ → ℝ) (a : ℝ) :
    m.energy (tangentLine f p a) = tangentLine f p a v := by
  have h : m.energy (tangentLine f p a)
      = (f a + p a * a) * ∑ i, m.w i - p a * ∑ i, m.w i * m.x i := by
    rw [Finset.mul_sum, Finset.mul_sum, ← Finset.sum_sub_distrib]
    refine Finset.sum_congr rfl fun i _ => ?_
    simp only [tangentLine]
    ring
  rw [h, m.sum_one, m.mean]
  simp only [tangentLine]
  ring

/-- Maxwell construction: if the equal-area rule holds at pressure `p0` and the free energy lies
on or above the tangent at `v1`, then the two tangents coincide, the lever-rule mixture has its
free energy on this line, and no finite mixture with the same mean volume has a lower one. -/
theorem maxwell_construction {f p : ℝ → ℝ} {D : Set ℝ} {v1 v2 p0 : ℝ} (h12 : v1 < v2)
    (h1 : v1 ∈ D) (h2 : v2 ∈ D)
    (hf : ∀ x ∈ Icc v1 v2, HasDerivAt f (-p x) x) (hp : ContinuousOn p (Icc v1 v2))
    (hp1 : p v1 = p0) (hp2 : p v2 = p0) (area : (∫ x in v1..v2, (p x - p0)) = 0)
    (above : ∀ x ∈ D, tangentLine f p v1 x ≤ f x) :
    tangentLine f p v1 = tangentLine f p v2 ∧
      ∀ (v : ℝ) (hv : v ∈ Icc v1 v2),
        (leverRule h12 h1 h2 hv).energy f = tangentLine f p v1 v ∧
        ∀ m : Mixture D v, (leverRule h12 h1 h2 hv).energy f ≤ m.energy f := by
  have htan := (equal_area_iff_common_tangent h12 hf hp hp1 hp2).1 area
  refine ⟨htan, fun v hv => ?_⟩
  -- the line touches the free energy at both phases
  have t1 : tangentLine f p v1 v1 = f v1 := by simp [tangentLine]
  have t2 : tangentLine f p v1 v2 = f v2 := by rw [htan]; simp [tangentLine]
  have e : (leverRule h12 h1 h2 hv).energy f = tangentLine f p v1 v := by
    rw [← energy_tangentLine (leverRule h12 h1 h2 hv) f p v1, leverRule_energy,
      leverRule_energy, t1, t2]
  refine ⟨e, fun m => ?_⟩
  rw [e, ← energy_tangentLine m f p v1]
  exact Finset.sum_le_sum fun i _ =>
    mul_le_mul_of_nonneg_left (above _ (m.mem i)) (m.nonneg i)

/-- If the free energy is strictly above the common tangent away from `v1` and `v2`, then a mixture
whose energy does not exceed the tangent value contains only the phases `v1` and `v2`. -/
theorem only_two_phases {f p : ℝ → ℝ} {D : Set ℝ} {v1 v2 v : ℝ}
    (htan : tangentLine f p v1 = tangentLine f p v2)
    (strict : ∀ x ∈ D, x ≠ v1 → x ≠ v2 → tangentLine f p v1 x < f x)
    (m : Mixture D v) (hm : m.energy f ≤ tangentLine f p v1 v) (i : Fin m.n)
    (hi : m.w i ≠ 0) : m.x i = v1 ∨ m.x i = v2 := by
  by_contra hne
  rw [not_or] at hne
  have above : ∀ x ∈ D, tangentLine f p v1 x ≤ f x := by
    intro x hx
    by_cases c1 : x = v1
    · rw [c1]; simp [tangentLine]
    by_cases c2 : x = v2
    · rw [htan, c2]; simp [tangentLine]
    exact (strict x hx c1 c2).le
  -- a third phase with positive weight costs free energy
  have hlt : m.energy (tangentLine f p v1) < m.energy f :=
    Finset.sum_lt_sum
      (fun j _ => mul_le_mul_of_nonneg_left (above _ (m.mem j)) (m.nonneg j))
      ⟨i, Finset.mem_univ i, mul_lt_mul_of_pos_left (strict _ (m.mem i) hne.1 hne.2)
        (lt_of_le_of_ne (m.nonneg i) hi.symm)⟩
  rw [energy_tangentLine] at hlt
  linarith

/-- Converse: if at one mean volume strictly between `v1` and `v2` no mixture lies below the
common tangent, then the free energy lies on or above this line on all of `D`. -/
theorem above_of_minimal {f p : ℝ → ℝ} {D : Set ℝ} {v1 v2 v : ℝ} (h1 : v1 ∈ D) (h2 : v2 ∈ D)
    (htan : tangentLine f p v1 = tangentLine f p v2) (hv : v ∈ Ioo v1 v2)
    (hmin : ∀ m : Mixture D v, tangentLine f p v1 v ≤ m.energy f) :
    ∀ x ∈ D, tangentLine f p v1 x ≤ f x := by
  intro x hx
  have t1 : tangentLine f p v1 v1 = f v1 := by simp [tangentLine]
  have t2 : tangentLine f p v1 v2 = f v2 := by rw [htan]; simp [tangentLine]
  -- mix the state `x` with the phase on the other side of `v`
  rcases le_or_gt x v with hxv | hxv
  · have hlt : x < v2 := lt_of_le_of_lt hxv hv.2
    have hI : v ∈ Icc x v2 := ⟨hxv, hv.2.le⟩
    have a := hmin (leverRule hlt hx h2 hI)
    rw [← energy_tangentLine (leverRule hlt hx h2 hI) f p v1,
      leverRule_energy, leverRule_energy, t2] at a
    have c : 0 < (v2 - v) / (v2 - x) := div_pos (sub_pos.2 hv.2) (sub_pos.2 hlt)
    exact le_of_mul_le_mul_left (le_of_add_le_add_right a) c
  · have hlt : v1 < x := lt_trans hv.1 hxv
    have hI : v ∈ Icc v1 x := ⟨hv.1.le, hxv.le⟩
    have a := hmin (leverRule hlt h1 hx hI)
    rw [← energy_tangentLine (leverRule hlt h1 hx hI) f p v1,
      leverRule_energy, leverRule_energy, t1] at a
    have c : 0 < (v - v1) / (x - v1) := div_pos (sub_pos.2 hv.1) (sub_pos.2 hlt)
    exact le_of_mul_le_mul_left (le_of_add_le_add_left a) c

/-- A quartic model free energy. -/
def modelF (x : ℝ) : ℝ := ((x - 1) * (x - 3)) ^ 2 - x

/-- A cubic model isotherm. -/
def modelP (x : ℝ) : ℝ := 1 - 4 * ((x - 1) * (x - 3)) * (x - 2)

/-- The quartic model has the cubic isotherm as its pressure, and satisfies the equal-pressure,
equal-area and supporting-line conditions at volumes 1 and 3 with pressure 1. -/
theorem maxwell_construction_witness :
    (∀ x, HasDerivAt modelF (-modelP x) x) ∧ Continuous modelP ∧
      modelP 1 = 1 ∧ modelP 3 = 1 ∧ (∫ x in (1 : ℝ)..3, (modelP x - 1)) = 0 ∧
      ∀ x, tangentLine modelF modelP 1 x ≤ modelF x := by
  have hd : ∀ x, HasDerivAt modelF (-modelP x) x := by
    intro x
    have h0 := ((hasDerivAt_id' x).sub_const 1).fun_mul ((hasDerivAt_id' x).sub_const 3)
    have h := (h0.fun_pow 2).fun_sub (hasDerivAt_id' x)
    refine HasDerivAt.congr_deriv (f := modelF) h ?_
    simp only [modelP, Nat.cast_ofNat, Nat.reduceSub, pow_one]
    ring
  have hc : Continuous modelP := by
    unfold modelP
    fun_prop
  have p1 : modelP 1 = 1 := by norm_num [modelP]
  have p3 : modelP 3 = 1 := by norm_num [modelP]
  refine ⟨hd, hc, p1, p3, ?_, fun x => ?_⟩
  · refine (equal_area_iff_common_tangent (by norm_num) (fun x _ => hd x)
      hc.continuousOn p1 p3).2 ?_
    funext x
    simp only [tangentLine, p1, p3, modelF]
    ring
  · simp only [tangentLine, p1, modelF]
    nlinarith [sq_nonneg ((x - 1) * (x - 3))]

end

end MaxwellConstruction
```

```lean
#print axioms MaxwellConstruction.equal_area_iff_common_tangent
-- 'MaxwellConstruction.equal_area_iff_common_tangent' depends on axioms: [propext, Classical.choice, Quot.sound]
#print axioms MaxwellConstruction.maxwell_construction
-- 'MaxwellConstruction.maxwell_construction' depends on axioms: [propext, Classical.choice, Quot.sound]
#print axioms MaxwellConstruction.only_two_phases
-- 'MaxwellConstruction.only_two_phases' depends on axioms: [propext, Classical.choice, Quot.sound]
#print axioms MaxwellConstruction.above_of_minimal
-- 'MaxwellConstruction.above_of_minimal' depends on axioms: [propext, Classical.choice, Quot.sound]
```

## How the Lean statements and proofs match the physics

`tangentLine f p a` is \(T_a\). A `Mixture D v` is a finite list of fractions and volumes with the constraints above; zero fractions and repeated volumes are allowed. `Mixture.energy` is the weighted sum of \(f\), and `leverRule` builds the two-phase mixture and proves its constraints.

`equal_area_iff_common_tangent` assumes `HasDerivAt f (-p x) x` at every point of the closed interval, which is a two-sided derivative even at the ends. Its proof applies the fundamental theorem of calculus to the primitive \(-f(y)-p_0y\); `linear_combination` then matches the area with the tangent gap.

`energy_tangentLine` is the averaging identity. `maxwell_construction` uses it twice: to put the lever-rule energy on the line, and to bound every other mixture through `Finset.sum_le_sum`. The hypothesis `above` says that no admissible homogeneous state has a smaller \(f(x)+p_0x\) than the two phases, which is their global stability at pressure \(p_0\).

`only_two_phases` obtains its strict inequality from `Finset.sum_lt_sum`. `above_of_minimal` splits on whether \(x\le v\) and cancels the positive weight of \(x\). `maxwell_construction_witness` verifies the quartic's derivative, pressures, area and supporting line.

## What a solver still has to establish

The theorems start from given volumes and a given pressure. They do not show that a suitable \(p_0\) exists, that a root finder converges, or that `above` holds for a particular equation of state other than the quartic. Equal areas alone do not imply `above`.

The model has one volume variable at fixed temperature and adds the free energies of the phases without interfacial terms. Within it, the result supports the coexistence step of mean-field simulation codes; finite-size effects and nucleation barriers are absent. The arithmetic is over real numbers, so rounding and quadrature errors need their own tolerances.
